# Dirac waves at a sharp one-dimensional step: transmission tends to $2p/(E+p)$ for a high potential and vanishes for a mass above $E$

## Why does my wall leak more when I raise it?

My electrostatic wall doesn't hold a Dirac particle. A Schrödinger particle is totally reflected by any endless step higher than its energy, so I raised the potential $V$ far above $E+m$ and expected the same. Instead part of the wave goes through, and the part doesn't shrink as $V$ grows. If I give the wave inside the step a positive wave number, it gets worse: more is reflected than arrives. Yet a step to a mass above the particle's energy reflects everything. What does the leak tend to, and what makes the mass step different?

## The wave inside a high potential still carries current

Take $\hbar=c=1$, $E>m>0$ and a step at $x=0$. For a spinor $(u,v)$, the stationary equation of $H=-i\sigma_1\,d/dx+\sigma_3m+V$ reads

$$u'=i(E-V+m)\,v,\qquad v'=i(E-V-m)\,u.$$

A wave $(1,s)e^{ikx}$ solves it when $k=(E-V+m)s$ and $ks=E-V-m$. This gives three cases:

- On the left, where $V=0$, $k=\pm p$ and $s=\pm a$, with $p=\sqrt{E^2-m^2}$ and $a=p/(E+m)$.
- Inside a potential $V>E+m$, $k=-q$ and $s=b$, with $q=\sqrt{(V-E)^2-m^2}$ and $b=\sqrt{(V-E+m)/(V-E-m)}$.
- Inside a region of mass $M>E$ without potential, $k=i\kappa$ and $s=id$, with $\kappa=\sqrt{M^2-E^2}$ and $d=\kappa/(E+M)$.

The current is $2\,\mathrm{Re}(\bar u v)$. For the second wave it is $2b>0$, so this wave runs to the right although its wave number is negative. Your positive wave number goes with $s=-b$, a current towards the step, and that is where the excess reflection comes from.

Let $r$ and $t$ be the reflected and transmitted amplitudes. Continuity at $x=0$ gives $1+r=t$ and $a(1-r)=st$, hence

$$r=\frac{a-s}{a+s},\qquad t=\frac{2a}{a+s}.$$

For $s=b$ the transmitted fraction is

$$1-|r|^2=\frac{4ab}{(a+b)^2}.$$

Since $b^2=1+2m/(V-E-m)$, $b$ exceeds 1 and tends to 1 as $V$ grows. The fraction therefore tends to $4a/(1+a)^2$. From $(E+m)a=p$ and $pa=E-m$,

$$(E+m)(1+a)^2=(E+m)+2p+(E-m)=2(E+p),$$

so the limit is $2p/(E+p)$. For $E=5m/3$ it is $8/9$.

The limit is approached from below, because

$$(a+b)^2-b(a+1)^2=(b-1)(b-a^2)>0,\qquad a^2=\frac{E-m}{E+m}<1<b.$$

For the mass step $s=id$, and $r=(a-id)/(a+id)$ is a number's conjugate divided by the number itself, so $|r|=1$. The wave enters the region but carries no current there.

For a simulation that solves this one-particle equation without projecting on positive-energy states, and whose grid resolves the wave number $q$, this means that an endless, sharp electrostatic wall above $E+m$ is no container for a wave of energy $E$, while an endless mass wall above $E$ is one.

### What the Lean statements say

`SolvesDirac m V E ψ` is the pair of equations above, required at every real $x$ for constant $m$ and $V$. The ratios $a$, $b$ and $d$ are `incidentRatio`, `kleinRatio` and `decayRatio`. Despite its name, `incoming` contains both the incident and the reflected wave. `Joined` says that the spinor is continuous at $x=0$.

The spinors are not normalised: $(1,s)$ has squared length $1+|s|^2$. The fraction transmitted into the high potential is a ratio of currents, $b|t|^2/a=1-|r|^2$, and not $|t|^2$ alone. The current appears nowhere in the code; it supplies the physical reading of $1-|r|^2$.

There are three final theorems:

- `klein_transmission` gives, for each $V>E+m$, the formula for $1-|r|^2$ and the strict bound.
- `klein_paradox` takes amplitudes `r V` and `t V` that satisfy the joining condition for every $V>E+m$, and gives the limit. Many textbooks use this name for the reflection above one that you found, or for pair creation; here it means transmission that survives an arbitrarily high step.
- `scalar_step_total_reflection` gives $|r|=1$ for $M>E>m>0$.

The step from these theorems to a scattering experiment that the hypotheses leave open is the choice of the wave on the right. `kleinWave` is put in as the outgoing wave and `decayWave` as the bounded one; neither is selected by a proved condition. The setting is also idealised to stationary plane waves of one particle.

```lean
import Mathlib

open Filter Topology

namespace KleinStep

noncomputable section

/-- The stationary Dirac equation `(-i σ₁ d/dx + σ₃ m + V) ψ = E ψ` on the line, for constant
mass `m` and potential `V`, solved for the derivatives of the two components. -/
def SolvesDirac (m V E : ℝ) (ψ : ℝ → ℂ × ℂ) : Prop :=
  ∀ x, HasDerivAt ψ (Complex.I * (E - V + m) * (ψ x).2, Complex.I * (E - V - m) * (ψ x).1) x

/-- The spinor wave `(1, s) exp(i k x)` with wave number `k` and component ratio `s`. -/
def wave (k s : ℂ) (x : ℝ) : ℂ × ℂ :=
  (Complex.exp (Complex.I * k * x), s * Complex.exp (Complex.I * k * x))

/-- The momentum `p = √(E² - m²)`, for `|E| ≥ m ≥ 0`. -/
def momentum (m E : ℝ) : ℝ := Real.sqrt (E ^ 2 - m ^ 2)

/-- The component ratio `a = p / (E + m)` of the incident wave, for `E > m > 0`. -/
def incidentRatio (m E : ℝ) : ℝ := momentum m E / (E + m)

/-- The component ratio `b = √((V - E + m) / (V - E - m))` inside a high step, for
`V > E + m` and `m ≥ 0`. -/
def kleinRatio (m E V : ℝ) : ℝ := Real.sqrt ((V - E + m) / (V - E - m))

/-- The modulus `√(M² - E²) / (E + M)` of the component ratio inside a mass step, for
`M > E > 0`. -/
def decayRatio (M E : ℝ) : ℝ := Real.sqrt (M ^ 2 - E ^ 2) / (E + M)

/-- The state left of the step, for `E > m > 0`: an incident wave of unit amplitude and a reflected
wave of amplitude `r`. -/
def incoming (m E : ℝ) (r : ℂ) (x : ℝ) : ℂ × ℂ :=
  wave (momentum m E) (incidentRatio m E) x + r • wave (-momentum m E) (-incidentRatio m E) x

/-- The wave inside an electrostatic step, for `V > E + m` and `m ≥ 0`, with negative wave number
and positive component ratio. -/
def kleinWave (m E V : ℝ) : ℝ → ℂ × ℂ :=
  wave (-(momentum m (V - E) : ℂ)) (kleinRatio m E V)

/-- The wave inside a region of mass `M > E > 0`, with wave number `i √(M² - E²)`. -/
def decayWave (M E : ℝ) : ℝ → ℂ × ℂ :=
  wave (Complex.I * (Real.sqrt (M ^ 2 - E ^ 2) : ℂ)) (Complex.I * (decayRatio M E : ℂ))

/-- The spinor is continuous at the step `x = 0`, where the transmitted state is `t φ`. -/
def Joined (m E : ℝ) (φ : ℝ → ℂ × ℂ) (r t : ℂ) : Prop := incoming m E r 0 = t • φ 0

variable {m E V M : ℝ} {r t : ℂ}

/-- A spinor wave solves the Dirac equation if `k = (E - V + m) s` and `k s = E - V - m`. -/
theorem wave_solves {k s : ℂ} (h1 : k = (E - V + m) * s) (h2 : k * s = E - V - m) :
    SolvesDirac m V E (wave k s) := by
  intro x
  have he : HasDerivAt (fun y : ℝ => Complex.exp (Complex.I * k * y))
      (Complex.I * k * Complex.exp (Complex.I * k * x)) x := by
    have h := ((hasDerivAt_id (x : ℂ)).const_mul (Complex.I * k)).cexp.comp_ofReal
    refine h.congr_deriv ?_
    simp only [id_eq]
    ring
  refine (he.prodMk (he.const_mul s)).congr_deriv ?_
  refine Prod.ext ?_ ?_ <;> simp only [wave]
  · linear_combination Complex.I * Complex.exp (Complex.I * k * x) * h1
  · linear_combination Complex.I * Complex.exp (Complex.I * k * x) * h2

/-- For `E > m > 0` the incident ratio `a` is positive, `p = (E + m) a`, `p a = E - m`, and
`4a / (a + 1)² = 2p / (E + p)`. -/
theorem incidentRatio_spec (hm : 0 < m) (hE : m < E) :
    0 < incidentRatio m E ∧ momentum m E = (E + m) * incidentRatio m E ∧
    momentum m E * incidentRatio m E = E - m ∧
    4 * incidentRatio m E * 1 / (incidentRatio m E + 1) ^ 2
      = 2 * momentum m E / (E + momentum m E) := by
  have hE0 : 0 < E := hm.trans hE
  have hs : 0 < E + m := by linarith
  have hpos : 0 < E ^ 2 - m ^ 2 := by nlinarith
  have hp : 0 < momentum m E := Real.sqrt_pos.2 hpos
  have hp2 : momentum m E ^ 2 = E ^ 2 - m ^ 2 := Real.sq_sqrt hpos.le
  have ha : 0 < incidentRatio m E := div_pos hp hs
  have h1 : momentum m E = (E + m) * incidentRatio m E := by
    unfold incidentRatio
    field_simp
  have h2 : momentum m E * incidentRatio m E = E - m := by
    unfold incidentRatio
    rw [← mul_div_assoc, div_eq_iff hs.ne']
    linear_combination hp2
  refine ⟨ha, h1, h2, ?_⟩
  rw [div_eq_div_iff (by positivity) (by positivity)]
  linear_combination -2 * incidentRatio m E * h2 - 2 * h1

/-- For `m > 0` and `V > E + m` the ratio `b` inside the step exceeds one, and
`(V - E - m) b² = V - E + m`. -/
theorem kleinRatio_spec (hm : 0 < m) (hV : E + m < V) :
    1 < kleinRatio m E V ∧ (V - E - m) * kleinRatio m E V ^ 2 = V - E + m := by
  have hd : 0 < V - E - m := by linarith
  have hn : 0 < V - E + m := by linarith
  have hb0 : 0 ≤ kleinRatio m E V := Real.sqrt_nonneg _
  have hb : (V - E - m) * kleinRatio m E V ^ 2 = V - E + m := by
    unfold kleinRatio
    rw [Real.sq_sqrt (div_pos hn hd).le, ← mul_div_assoc, div_eq_iff hd.ne']
    ring
  refine ⟨?_, hb⟩
  by_contra hle
  have hsq : kleinRatio m E V ^ 2 ≤ 1 := by nlinarith [not_lt.1 hle]
  nlinarith [mul_le_mul_of_nonneg_left hsq hd.le]

/-- For `E > m > 0` the incident and reflected waves together solve the free Dirac equation. -/
theorem incoming_solves (hm : 0 < m) (hE : m < E) (r : ℂ) :
    SolvesDirac m 0 E (incoming m E r) := by
  obtain ⟨-, h1, h2, -⟩ := incidentRatio_spec hm hE
  have h1' : (momentum m E : ℂ) = (E + m) * incidentRatio m E := by exact_mod_cast h1
  have h2' : (momentum m E : ℂ) * incidentRatio m E = E - m := by exact_mod_cast h2
  have hi : SolvesDirac m 0 E (wave (momentum m E) (incidentRatio m E)) :=
    wave_solves (by push_cast; linear_combination h1') (by push_cast; linear_combination h2')
  have hr : SolvesDirac m 0 E (wave (-momentum m E) (-incidentRatio m E)) :=
    wave_solves (by push_cast; linear_combination -h1') (by push_cast; linear_combination h2')
  -- the equation is linear, so the superposition solves it too
  intro x
  refine ((hi x).add ((hr x).const_smul r)).congr_deriv ?_
  refine Prod.ext ?_ ?_ <;>
    simp only [incoming, Prod.fst_add, Prod.snd_add, Prod.smul_fst, Prod.smul_snd,
      smul_eq_mul] <;> ring

/-- For `m > 0` and `V > E + m` the Klein wave solves the Dirac equation in the potential `V`. -/
theorem kleinWave_solves (hm : 0 < m) (hV : E + m < V) :
    SolvesDirac m V E (kleinWave m E V) := by
  obtain ⟨hb1, hb⟩ := kleinRatio_spec hm hV
  have hq : momentum m (V - E) = (V - E - m) * kleinRatio m E V := by
    have h : (V - E) ^ 2 - m ^ 2 = ((V - E - m) * kleinRatio m E V) ^ 2 := by
      linear_combination -(V - E - m) * hb
    unfold momentum
    rw [h, Real.sqrt_sq (mul_nonneg (by linarith) (by linarith))]
  have hq' : (momentum m (V - E) : ℂ) = (V - E - m) * kleinRatio m E V := by exact_mod_cast hq
  have hb' : ((V : ℂ) - E - m) * (kleinRatio m E V : ℂ) ^ 2 = V - E + m := by exact_mod_cast hb
  exact wave_solves (by linear_combination -hq')
    (by linear_combination -(kleinRatio m E V : ℂ) * hq' - hb')

/-- For `M > E > 0` the decaying wave solves the Dirac equation with mass `M` and no potential. -/
theorem decayWave_solves (hE : 0 < E) (hM : E < M) : SolvesDirac M 0 E (decayWave M E) := by
  have hs : E + M ≠ 0 := by linarith
  have hk : Real.sqrt (M ^ 2 - E ^ 2) ^ 2 = M ^ 2 - E ^ 2 := Real.sq_sqrt (by nlinarith)
  have h1 : Real.sqrt (M ^ 2 - E ^ 2) = (E + M) * decayRatio M E := by
    unfold decayRatio
    field_simp
  have h2 : Real.sqrt (M ^ 2 - E ^ 2) * decayRatio M E = M - E := by
    unfold decayRatio
    rw [← mul_div_assoc, div_eq_iff hs]
    linear_combination hk
  have h1' : (Real.sqrt (M ^ 2 - E ^ 2) : ℂ) = (E + M) * decayRatio M E := by exact_mod_cast h1
  have h2' : (Real.sqrt (M ^ 2 - E ^ 2) : ℂ) * decayRatio M E = M - E := by exact_mod_cast h2
  refine wave_solves (by push_cast; linear_combination Complex.I * h1') ?_
  push_cast
  linear_combination Complex.I ^ 2 * h2' + ((M : ℂ) - E) * Complex.I_sq

/-- If `a + s ≠ 0`, continuity at the step with a transmitted wave of component ratio `s` holds
exactly for `r = (a - s) / (a + s)` and `t = 2a / (a + s)`. -/
theorem joined_iff {k s : ℂ} (hs : (incidentRatio m E : ℂ) + s ≠ 0) :
    Joined m E (wave k s) r t ↔
      r = (incidentRatio m E - s) / (incidentRatio m E + s) ∧
      t = 2 * incidentRatio m E / (incidentRatio m E + s) := by
  simp only [Joined, incoming, wave, Prod.ext_iff, Prod.fst_add, Prod.snd_add, Prod.smul_fst,
    Prod.smul_snd, smul_eq_mul, Complex.ofReal_zero, mul_zero, Complex.exp_zero, mul_one]
  constructor
  · -- the two components are `1 + r = t` and `a (1 - r) = s t`
    rintro ⟨h1, h2⟩
    rw [eq_div_iff hs, eq_div_iff hs]
    exact ⟨by linear_combination s * h1 - h2,
      by linear_combination -(incidentRatio m E : ℂ) * h1 - h2⟩
  · rintro ⟨rfl, rfl⟩
    constructor <;> field_simp <;> ring

/-- For `E > m > 0` and a step `V > E + m`, the fraction `1 - |r|²` transmitted into the Klein wave
equals `4ab / (a + b)²` and is smaller than `2p / (E + p)`. -/
theorem klein_transmission (hm : 0 < m) (hE : m < E) (hV : E + m < V)
    (h : Joined m E (kleinWave m E V) r t) :
    1 - ‖r‖ ^ 2 = 4 * incidentRatio m E * kleinRatio m E V /
      (incidentRatio m E + kleinRatio m E V) ^ 2 ∧
    1 - ‖r‖ ^ 2 < 2 * momentum m E / (E + momentum m E) := by
  obtain ⟨ha, h1, h2, hlim⟩ := incidentRatio_spec hm hE
  obtain ⟨hb, -⟩ := kleinRatio_spec hm hV
  have hb0 : 0 < kleinRatio m E V := by linarith
  have hab : incidentRatio m E + kleinRatio m E V ≠ 0 := by positivity
  have hne : (incidentRatio m E : ℂ) + (kleinRatio m E V : ℂ) ≠ 0 := by exact_mod_cast hab
  obtain ⟨hr, -⟩ := (joined_iff hne).1 h
  have hr' : r = (((incidentRatio m E - kleinRatio m E V) /
      (incidentRatio m E + kleinRatio m E V) : ℝ) : ℂ) := by simp [hr]
  have hT : 1 - ‖r‖ ^ 2 = 4 * incidentRatio m E * kleinRatio m E V /
      (incidentRatio m E + kleinRatio m E V) ^ 2 := by
    rw [hr', Complex.norm_real, Real.norm_eq_abs, sq_abs]
    field_simp
    ring
  refine ⟨hT, ?_⟩
  have ha1 : incidentRatio m E ^ 2 < 1 := by
    rw [h1] at h2
    by_contra hge
    nlinarith [mul_le_mul_of_nonneg_left (not_lt.1 hge) (by linarith : 0 ≤ E + m)]
  -- the bound reduces to `(b - 1) (b - a²) > 0`
  rw [hT, ← hlim, div_lt_div_iff₀ (by positivity) (by positivity)]
  nlinarith [mul_pos ha (mul_pos (sub_pos.2 hb) (sub_pos.2 (ha1.trans hb)))]

/-- Klein paradox: for `E > m > 0`, the fraction `1 - |r|²` transmitted into the Klein wave
tends to `2p / (E + p)` as the height `V` of the step grows without bound. -/
theorem klein_paradox (hm : 0 < m) (hE : m < E) (r t : ℝ → ℂ)
    (h : ∀ V, E + m < V → Joined m E (kleinWave m E V) (r V) (t V)) :
    Tendsto (fun V => 1 - ‖r V‖ ^ 2) atTop (𝓝 (2 * momentum m E / (E + momentum m E))) := by
  obtain ⟨ha, -, -, hlim⟩ := incidentRatio_spec hm hE
  -- the component ratio inside the step tends to one
  have hb : Tendsto (fun V => kleinRatio m E V) atTop (𝓝 1) := by
    have h0 : Tendsto (fun V : ℝ => V + (-E - m)) atTop atTop :=
      tendsto_atTop_add_const_right atTop (-E - m) tendsto_id
    have h1 := (h0.const_div_atTop (2 * m)).const_add 1
    have h2 := (Real.continuous_sqrt.tendsto _).comp h1
    rw [add_zero, Real.sqrt_one] at h2
    refine h2.congr' ?_
    filter_upwards [eventually_gt_atTop (E + m)] with V hV
    have hd : V - E - m ≠ 0 := by linarith
    have he : V + (-E - m) = V - E - m := by ring
    simp only [Function.comp_apply, kleinRatio]
    congr 1
    rw [he, eq_div_iff hd, add_mul, div_mul_cancel₀ _ hd]
    ring
  have hc : ContinuousAt (fun y : ℝ => 4 * incidentRatio m E * y /
      (incidentRatio m E + y) ^ 2) 1 :=
    ContinuousAt.div (by fun_prop) (by fun_prop) (by positivity)
  rw [← hlim]
  refine (hc.tendsto.comp hb).congr' ?_
  filter_upwards [eventually_gt_atTop (E + m)] with V hV
  exact (klein_transmission hm hE hV (h V hV)).1.symm

/-- Scalar step: if the mass rises from `m` to `M` with `M > E > m > 0`, the wave joined to the
decaying wave is totally reflected, `|r| = 1`. -/
theorem scalar_step_total_reflection (hm : 0 < m) (hE : m < E) (hM : E < M)
    (h : Joined m E (decayWave M E) r t) : ‖r‖ = 1 := by
  have _hsol := decayWave_solves (hm.trans hE) hM
  obtain ⟨ha, -, -, -⟩ := incidentRatio_spec hm hE
  have hne : (incidentRatio m E : ℂ) + Complex.I * (decayRatio M E : ℂ) ≠ 0 := by
    intro h0
    have hre := congrArg Complex.re h0
    simp at hre
    exact ha.ne' hre
  obtain ⟨hr, -⟩ := (joined_iff hne).1 h
  -- numerator and denominator of `r` are complex conjugates
  have hconj : (incidentRatio m E : ℂ) - Complex.I * (decayRatio M E : ℂ) =
      starRingEnd ℂ ((incidentRatio m E : ℂ) + Complex.I * (decayRatio M E : ℂ)) := by
    rw [map_add, map_mul, Complex.conj_ofReal, Complex.conj_ofReal, Complex.conj_I]
    ring
  rw [hr, hconj, norm_div, RCLike.norm_conj, div_self (norm_ne_zero_iff.2 hne)]

end

end KleinStep
```

```lean
#print axioms KleinStep.incoming_solves
#print axioms KleinStep.kleinWave_solves
#print axioms KleinStep.klein_paradox
#print axioms KleinStep.scalar_step_total_reflection
```

```
'KleinStep.incoming_solves' depends on axioms: [propext, Classical.choice, Quot.sound]
'KleinStep.kleinWave_solves' depends on axioms: [propext, Classical.choice, Quot.sound]
'KleinStep.klein_paradox' depends on axioms: [propext, Classical.choice, Quot.sound]
'KleinStep.scalar_step_total_reflection' depends on axioms: [propext, Classical.choice, Quot.sound]
```

### From the plane waves to the limit

`wave_solves` differentiates the exponential and reduces the Dirac equation to the two conditions on $k$ and $s$. `incidentRatio_spec` and `kleinRatio_spec` collect the algebra of $a$ and $b$. With these, `incoming_solves` and `kleinWave_solves` show that the waves are solutions; `decayWave_solves` does its own algebra for $d$.

`joined_iff` solves the matching equations for any complex $s$ with $a+s\neq0$. Each `linear_combination` there names the multiples of the two equations that eliminate $t$ or $r$. As it is an equivalence, it also shows that suitable amplitudes exist.

`klein_transmission` inserts $s=b$, notes that $r$ is real, and gives `nlinarith` the product $a(b-1)(b-a^2)>0$ for the bound. `scalar_step_total_reflection` inserts $s=id$ and uses that conjugation preserves the norm.

`klein_paradox` first shows $b\to1$ from $b^2=1+2m/(V-E-m)$, then uses the continuity of $4ay/(a+y)^2$ at $y=1$. The device that makes this work is `Tendsto.congr'`, which carries a limit from one function to another if the two agree eventually. The formula for $1-|r|^2$ is available only for $V>E+m$, and `filter_upwards [eventually_gt_atTop (E + m)]` restricts the comparison to those $V$. What `r V` does for lower steps is then irrelevant.

### A single spinor on the whole line

The statement could also have been modelled with one continuous spinor that solves the equation on each side of the step, with piecewise constant mass and potential. Continuity would then be part of being a solution. Inside the high potential, the right side would in general hold both waves, $e^{-iqx}$ and $e^{iqx}$, so the absence of a wave running towards the step from the right would become an explicit hypothesis. For the mass step, the hypothesis would be that the spinor stays bounded on the right. With the incident amplitude set to one, the formulas for $r$ and $t$ would stay the same.
